# Position-based Peierls phases cannot lower the ground energy of a finite hopping model, but a flux through a three-site ring can

An energy level of a hopping matrix $H$ is a real $E$ with $Hv=Ev$ for some $v\neq0$, and the ground energy is the lowest level. The physical question is whether one electron on finitely many sites can lower its total energy by creating a static field, either a uniform vector potential $A$ at a cost $cA^2$ or a flux $\varphi$ through a ring at a cost $c\varphi^2$, with $c>0$.

In Lean 4 with Mathlib:

```lean
import Mathlib

open Matrix

namespace PeierlsCondensation

noncomputable section

variable {n : Type*} [Fintype n] [DecidableEq n]

/-- The energy levels of a matrix Hamiltonian: the real `E` for which `H v = E v` has a
nonzero solution `v`. -/
def levels (H : Matrix n n ℂ) : Set ℝ :=
  {E | ∃ v : n → ℂ, v ≠ 0 ∧ H *ᵥ v = (E : ℂ) • v}

/-- The hopping matrix dressed by a uniform vector potential `A`: the amplitude between sites
`i` and `j` acquires the Peierls phase `exp(iA(x i - x j))`. -/
def peierls {n : Type*} (T : Matrix n n ℂ) (x : n → ℝ) (A : ℝ) : Matrix n n ℂ :=
  Matrix.of fun i j => T i j * Complex.exp ((A * (x i - x j) : ℝ) * Complex.I)

/-- The gauge transformation that multiplies the amplitude on site `i` by `exp(iA x i)`. -/
def gauge (x : n → ℝ) (A : ℝ) : Matrix n n ℂ :=
  Matrix.diagonal fun i => Complex.exp ((A * x i : ℝ) * Complex.I)

/-- The gauge transformations for `A` and `-A` undo each other. -/
theorem gauge_mul_gauge_neg (x : n → ℝ) (A : ℝ) : gauge x A * gauge x (-A) = 1 := by
  have h : ∀ i, Complex.exp ((A * x i : ℝ) * Complex.I) *
      Complex.exp ((-A * x i : ℝ) * Complex.I) = 1 := by
    intro i
    rw [← Complex.exp_add, ← Complex.exp_zero]
    congr 1
    push_cast
    ring
  simp only [gauge, Matrix.diagonal_mul_diagonal, h, Matrix.diagonal_one]

/-- The Peierls-dressed hopping matrix is the bare one seen in another gauge. -/
theorem peierls_eq_gauge (T : Matrix n n ℂ) (x : n → ℝ) (A : ℝ) :
    peierls T x A = gauge x A * T * gauge x (-A) := by
  ext i j
  have h : Complex.exp ((A * (x i - x j) : ℝ) * Complex.I) =
      Complex.exp ((A * x i : ℝ) * Complex.I) *
        Complex.exp ((-A * x j : ℝ) * Complex.I) := by
    rw [← Complex.exp_add]
    congr 1
    push_cast
    ring
  simp only [peierls, gauge, Matrix.of_apply, Matrix.mul_diagonal, Matrix.diagonal_mul]
  rw [h]
  ring

/-- The dressed and the bare hopping matrix have the same characteristic polynomial. -/
theorem peierls_charpoly (T : Matrix n n ℂ) (x : n → ℝ) (A : ℝ) :
    (peierls T x A).charpoly = T.charpoly := by
  have h := gauge_mul_gauge_neg x A
  rw [peierls_eq_gauge, Matrix.charpoly_mul_comm, ← mul_assoc, mul_eq_one_comm.mp h, one_mul]

/-- A real number is an energy level exactly when it is a root of the characteristic
polynomial. -/
theorem mem_levels_iff (H : Matrix n n ℂ) (E : ℝ) :
    E ∈ levels H ↔ H.charpoly.eval (E : ℂ) = 0 := by
  rw [Matrix.eval_charpoly, ← Matrix.exists_mulVec_eq_zero_iff]
  have h : ∀ v : n → ℂ, (Matrix.scalar n (E : ℂ) - H) *ᵥ v = (E : ℂ) • v - H *ᵥ v := by
    intro v
    ext i
    simp [Matrix.sub_mulVec]
  constructor
  · rintro ⟨v, hv, hE⟩
    exact ⟨v, hv, by rw [h, hE, sub_self]⟩
  · rintro ⟨v, hv, hE⟩
    rw [h] at hE
    exact ⟨v, hv, (sub_eq_zero.mp hE).symm⟩

/-- A Hermitian Hamiltonian on a nonempty finite set of sites has a lowest energy level. -/
theorem exists_ground [Nonempty n] {H : Matrix n n ℂ} (hH : H.IsHermitian) :
    ∃ E, IsLeast (levels H) E := by
  have hfin : (levels H).Finite := by
    refine ((Polynomial.finite_setOfPred_isRoot H.charpoly_monic.ne_zero).preimage
      Complex.ofReal_injective.injOn).subset ?_
    intro E hE
    exact (mem_levels_iff H E).mp hE
  have hne : (levels H).Nonempty := by
    obtain ⟨i⟩ := ‹Nonempty n›
    refine ⟨hH.eigenvalues i, (hH.eigenvectorBasis i).ofLp, fun h0 => ?_, ?_⟩
    · apply hH.eigenvectorBasis.orthonormal.ne_zero i
      ext k
      exact congrFun h0 k
    · rw [hH.mulVec_eigenvectorBasis i]
      ext k
      simp
  obtain ⟨E, hE, hmin⟩ := Set.exists_min_image _ id hfin hne
  exact ⟨E, hE, fun b hb => hmin b hb⟩

/-- For Hermitian hopping on a nonempty finite set of sites and a field cost `c A ^ 2` with `c > 0`,
the dressed matrix has a lowest level at every `A`, and this level plus the field cost is strictly
smaller at `A = 0` than at any other `A`. -/
theorem no_condensation [Nonempty n] {T : Matrix n n ℂ} (hT : T.IsHermitian) (x : n → ℝ)
    {c : ℝ} (hc : 0 < c) :
    ∃ E : ℝ → ℝ, (∀ A, IsLeast (levels (peierls T x A)) (E A)) ∧
      ∀ A, A ≠ 0 → E 0 + c * 0 ^ 2 < E A + c * A ^ 2 := by
  obtain ⟨E, hE⟩ := exists_ground hT
  refine ⟨fun _ => E, fun A => ?_, fun A hA => ?_⟩
  · -- the levels do not depend on `A`
    have h : levels (peierls T x A) = levels T := by
      ext e
      rw [mem_levels_iff, mem_levels_iff, peierls_charpoly]
    rw [h]
    exact hE
  · have h : 0 < c * A ^ 2 := by positivity
    simpa using h

/-- The hopping amplitude `t exp(iφ/3)` on one bond of a three-site ring with flux `φ`. -/
def hop (t φ : ℝ) : ℂ := t * Complex.exp ((φ / 3 : ℝ) * Complex.I)

/-- The three-site ring threaded by the flux `φ`, with hopping `t exp(iφ/3)` in one sense of
rotation and `t exp(-iφ/3)` in the other. -/
def triangle (t φ : ℝ) : Matrix (Fin 3) (Fin 3) ℂ :=
  !![0, hop t φ, hop t (-φ); hop t (-φ), 0, hop t φ; hop t φ, hop t (-φ), 0]

/-- The ring has the energy level `-t (cos(φ/3) + √3 sin(φ/3))`. -/
theorem triangle_level (t φ : ℝ) :
    -t * (Real.cos (φ / 3) + √3 * Real.sin (φ / 3)) ∈ levels (triangle t φ) := by
  -- the eigenvector is the plane wave with phase `2π/3` per bond
  have key : ∀ (a s r : ℝ) (p q : ℂ), r ^ 2 = 3 → p = t * (a + s * Complex.I) →
      q = t * (a - s * Complex.I) →
      -t * (a + r * s) ∈ levels !![0, p, q; q, 0, p; p, q, 0] := by
    intro a s r p q h3 hp hq
    have hr : (r : ℂ) ^ 2 = 3 := by exact_mod_cast h3
    have hI := Complex.I_sq
    refine ⟨![1, (-1 + r * Complex.I) / 2, (-1 - r * Complex.I) / 2], fun h => ?_, ?_⟩
    · simpa using congrFun h 0
    · ext i
      fin_cases i <;> simp [Matrix.mulVec, dotProduct, Fin.sum_univ_three] <;> rw [hp, hq]
      · linear_combination (t * s * r : ℂ) * hI
      · linear_combination (t * s * Complex.I / 2 : ℂ) * hr - (t * s * r / 2 : ℂ) * hI
      · linear_combination -(t * s * Complex.I / 2 : ℂ) * hr - (t * s * r / 2 : ℂ) * hI
  refine key _ _ _ _ _ (Real.sq_sqrt (by norm_num)) ?_ ?_
  · rw [hop, Complex.exp_mul_I, ← Complex.ofReal_cos, ← Complex.ofReal_sin]
  · rw [hop, neg_div, Complex.exp_mul_I, ← Complex.ofReal_cos, ← Complex.ofReal_sin,
      Real.cos_neg, Real.sin_neg, Complex.ofReal_neg]
    ring

/-- Without flux, the lowest level of the ring with `t > 0` is `-t`. -/
theorem triangle_ground_zero {t : ℝ} (ht : 0 < t) : IsLeast (levels (triangle t 0)) (-t) := by
  refine ⟨by simpa using triangle_level t 0, ?_⟩
  rintro E ⟨v, hv, h⟩
  by_contra hlt
  have hE : E < -t := not_le.mp hlt
  have h0 := congrFun h 0
  have h1 := congrFun h 1
  have h2 := congrFun h 2
  simp [triangle, hop, Matrix.mulVec, dotProduct, Fin.sum_univ_three] at h0 h1 h2
  have ha : (E : ℂ) + t ≠ 0 := by
    exact_mod_cast (by linarith : E + t < 0).ne
  have hb : (E : ℂ) - 2 * t ≠ 0 := by
    exact_mod_cast (by linarith : E - 2 * t < 0).ne
  -- summing the three equations shows that the amplitudes add up to zero
  have hS : v 0 + v 1 + v 2 = 0 := by
    apply (mul_eq_zero.mp _).resolve_left hb
    linear_combination -h0 - h1 - h2
  apply hv
  ext i
  apply (mul_eq_zero.mp _).resolve_left ha
  fin_cases i
  · show ((E : ℂ) + t) * v 0 = 0
    linear_combination (t : ℂ) * hS - h0
  · show ((E : ℂ) + t) * v 1 = 0
    linear_combination (t : ℂ) * hS - h1
  · show ((E : ℂ) + t) * v 2 = 0
    linear_combination (t : ℂ) * hS - h2

/-- For `t > 0` and any flux cost `c φ ^ 2` with `c > 0`, some flux `φ > 0` brings the lowest
level of the ring plus the cost below `-t`. -/
theorem triangle_condenses {t c : ℝ} (ht : 0 < t) (hc : 0 < c) :
    ∃ φ > 0, ∃ E, IsLeast (levels (triangle t φ)) E ∧ E + c * φ ^ 2 < -t := by
  have hd : 0 < 2 * t + 18 * c := by positivity
  obtain ⟨θ, hθ⟩ : ∃ θ : ℝ, θ * (2 * t + 18 * c) = t :=
    ⟨t / (2 * t + 18 * c), div_mul_cancel₀ _ hd.ne'⟩
  have hθ0 : 0 < θ := by
    by_contra hn
    nlinarith [mul_nonneg (neg_nonneg.mpr (not_lt.mp hn)) hd.le]
  have hθ1 : θ ≤ 1 := by
    by_contra hn
    nlinarith [mul_pos (sub_pos.mpr (not_le.mp hn)) hd]
  have hH : (triangle t (3 * θ)).IsHermitian := by
    have hs : ∀ φ, (starRingEnd ℂ) (hop t φ) = hop t (-φ) := by
      intro φ
      rw [hop, hop, map_mul, ← Complex.exp_conj, map_mul, Complex.conj_ofReal,
        Complex.conj_ofReal, Complex.conj_I, neg_div, Complex.ofReal_neg, mul_neg, neg_mul]
    ext i j
    fin_cases i <;> fin_cases j <;> simp [triangle, hs]
  obtain ⟨E, hE⟩ := exists_ground hH
  refine ⟨3 * θ, by positivity, E, hE, ?_⟩
  have hle := hE.2 (triangle_level t (3 * θ))
  rw [show 3 * θ / 3 = θ by ring] at hle
  -- for small flux the level falls at first order, while the cost is of second order
  have hcos := Real.one_sub_sq_div_two_le_cos (x := θ)
  have hsin := Real.sin_gt_sub_cube hθ0
  have hcube : θ ^ 3 ≤ θ := pow_le_of_le_one hθ0.le hθ1 (by norm_num)
  have hroot : 1 ≤ √(3 : ℝ) := (Real.le_sqrt' one_pos).mpr (by norm_num)
  have hs : 3 / 4 * θ ≤ √3 * Real.sin θ := by
    have hpos : 0 ≤ Real.sin θ := by linarith
    nlinarith [mul_nonneg (sub_nonneg.mpr hroot) hpos]
  have hb : t * (1 - θ ^ 2 / 2 + 3 / 4 * θ) ≤ t * (Real.cos θ + √3 * Real.sin θ) :=
    mul_le_mul_of_nonneg_left (by linarith) ht.le
  have hq : θ ^ 2 * (2 * t + 18 * c) = t * θ := by linear_combination θ * hθ
  nlinarith [mul_pos ht hθ0, mul_pos ht (pow_pos hθ0 2)]

/-- For `t ≠ 0` and `exp(iφ) ≠ 1`, no choice of site positions and vector potential turns the
ring without flux into the ring with flux `φ`. -/
theorem flux_not_gauge {t φ : ℝ} (ht : t ≠ 0) (hφ : Complex.exp (φ * Complex.I) ≠ 1)
    (x : Fin 3 → ℝ) (A : ℝ) : triangle t φ ≠ peierls (triangle t 0) x A := by
  intro h
  have htc : (t : ℂ) ≠ 0 := by exact_mod_cast ht
  have hz : hop t 0 = t := by simp [hop]

  have h01 : hop t φ = hop t 0 * Complex.exp ((A * (x 0 - x 1) : ℝ) * Complex.I) :=
    congrFun (congrFun h 0) 1
  have h12 : hop t φ = hop t 0 * Complex.exp ((A * (x 1 - x 2) : ℝ) * Complex.I) :=
    congrFun (congrFun h 1) 2
  have h20 : hop t φ = hop t 0 * Complex.exp ((A * (x 2 - x 0) : ℝ) * Complex.I) :=
    congrFun (congrFun h 2) 0
  rw [hz, hop] at h01 h12 h20
  have e01 := mul_left_cancel₀ htc h01
  have e12 := mul_left_cancel₀ htc h12
  have e20 := mul_left_cancel₀ htc h20
  -- the phases multiply to `exp(iφ)` around the ring, position phases multiply to one
  apply hφ
  calc Complex.exp (φ * Complex.I)
      = Complex.exp ((φ / 3 : ℝ) * Complex.I) * Complex.exp ((φ / 3 : ℝ) * Complex.I) *
          Complex.exp ((φ / 3 : ℝ) * Complex.I) := by
        rw [← Complex.exp_add, ← Complex.exp_add]
        congr 1
        push_cast
        ring
    _ = Complex.exp ((A * (x 0 - x 1) : ℝ) * Complex.I) *
          Complex.exp ((A * (x 1 - x 2) : ℝ) * Complex.I) *
          Complex.exp ((A * (x 2 - x 0) : ℝ) * Complex.I) := by
        rw [← e01, ← e12, ← e20]
    _ = 1 := by
        rw [← Complex.exp_add, ← Complex.exp_add, ← Complex.exp_zero]
        congr 1
        push_cast
        ring

end

end PeierlsCondensation
```

```lean
#print axioms PeierlsCondensation.no_condensation
#print axioms PeierlsCondensation.triangle_ground_zero
#print axioms PeierlsCondensation.triangle_condenses
#print axioms PeierlsCondensation.flux_not_gauge
```

```
'PeierlsCondensation.no_condensation' depends on axioms: [propext, Classical.choice, Quot.sound]
'PeierlsCondensation.triangle_ground_zero' depends on axioms: [propext, Classical.choice, Quot.sound]
'PeierlsCondensation.triangle_condenses' depends on axioms: [propext, Classical.choice, Quot.sound]
'PeierlsCondensation.flux_not_gauge' depends on axioms: [propext, Classical.choice, Quot.sound]
```

## Two ways for a field to enter the hopping

The set of levels is `levels H`, and "ground energy" is expressed by `IsLeast (levels H) E`. A uniform vector potential enters through `peierls T x A`, whose elements are

$$T_{ij}\,e^{iA(x_i-x_j)}.$$

Here $T$ is the bare hopping matrix and $x_i$ is the position of site $i$ along the field polarisation. Charge and $\hbar$ are absorbed into $A$. With periodic boundary conditions, a bond across the boundary carries its short displacement instead of $x_i-x_j$. A uniform $A$ along the periodic direction then acts as a flux, and `no_condensation` does not cover that case.

For Hermitian $T$ on a nonempty finite set of sites, `no_condensation` gives a function `E` whose value at each $A$ is the ground energy of the dressed matrix. The total $E(A)+cA^2$ is strictly smaller at $A=0$ than at any other $A$.

The ring `triangle t φ` has sites 0, 1, 2. The amplitude `hop t φ`, which is $te^{i\varphi/3}$, stands in the elements $(0,1)$, $(1,2)$ and $(2,0)$, and its conjugate in the reversed ones. The flux $\varphi$ is the dimensionless phase collected around the ring. The matrix elements are $+t$, whereas many textbooks write $-t$; with $t>0$ the zero-flux levels are $2t,-t,-t$. The sign matters on this ring: with negative matrix elements the zero-flux ground energy is $-2|t|$, and no flux lowers it. The theorem `triangle_ground_zero` identifies $-t$ as the ground energy, and `triangle_condenses` says that some $\varphi>0$ has a total energy below it, however large $c$ is.

## What the cost and the phases stand for

The constant $c$ is the stiffness of the field: for a single cavity mode, $cA^2$ is the energy of a static displacement of the mode, and for the ring, $c\varphi^2$ is the magnetic energy of the flux. Both are postulated in this quadratic form. Expanding the Peierls exponential gives the coupling to the current at first order in $A$ and the diamagnetic term at second order, so the electronic part keeps the two together.

The result for position-based phases bears on the debate about superradiant ground states in Dicke-type models, but only within a one-electron model in a classical static field. The many emitters of those models, the photon fluctuations and the light-matter entanglement are absent here.

## Why position-based phases change no level

Let $U$ be the diagonal matrix with elements $U_{ii}=e^{iAx_i}$, called `gauge x A`. Its inverse is `gauge x (-A)`, by `gauge_mul_gauge_neg`. Since

$$e^{iA(x_i-x_j)}=e^{iAx_i}e^{-iAx_j},$$

the dressed matrix is $UTU^{-1}$, which is `peierls_eq_gauge`. The characteristic polynomial of a product does not change when its factors are permuted cyclically, so $UTU^{-1}$ has the same polynomial as $U^{-1}UT=T$. This is `peierls_charpoly`.

A real $E$ is a level exactly when $\det(E-H)=0$, by `mem_levels_iff`, so the levels agree too. There are finitely many of them, and a Hermitian matrix on at least one site has at least one, which gives `exists_ground`. With $E_0$ the ground energy of $T$, the total is $E_0+cA^2$, and this exceeds $E_0$ for every $A\neq0$.

With a single site the phase is $e^{0}=1$, and the total is just $T_{00}+cA^2$. Hermiticity, or some other condition that guarantees a real eigenvalue, is needed: $T=\begin{pmatrix}0&1\\-1&0\end{pmatrix}$ has eigenvalues $\pm i$, so it has no levels in the present sense and no ground energy.

## Why the ring gains energy

Put $\theta=\varphi/3$ and $\omega=e^{2\pi i/3}$. The normalised plane wave $(1,\omega,\omega^2)/\sqrt3$ is an eigenvector with eigenvalue

$$te^{i\theta}\omega+te^{-i\theta}\omega^{2}=2t\cos\!\left(\theta+\tfrac{2\pi}{3}\right)=-t\left(\cos\theta+\sqrt3\sin\theta\right).$$

In `triangle_level` the same vector appears without the factor $1/\sqrt3$, and the three components of the eigenvalue equation are checked using $i^2=-1$ and $(\sqrt3)^2=3$.

At $\theta=0$ this level is $-t$. To see that nothing lies lower, suppose $E<-t$ and let $S=v_0+v_1+v_2$. Adding the three equations $Ev_i=t(S-v_i)$ gives $(E-2t)S=0$, so $S=0$. Each equation then reads $(E+t)v_i=0$, so $v=0$, a contradiction. This is the argument of `triangle_ground_zero`.

The ring matrix is Hermitian, so `exists_ground` gives a ground energy $E$ at every flux. For small $\theta>0$ the plane-wave level falls at first order in $\theta$, while the cost grows at second order, so a small enough flux gains energy for every $c$. To make this explicit, choose

$$\theta=\frac{t}{2t+18c},\qquad \varphi=3\theta.$$

Then $0<\theta\le1$, and $\sin\theta>\theta-\theta^3/4\ge\tfrac34\theta$. Together with $\sqrt3\ge1$ and $\cos\theta\ge1-\theta^2/2$, and because the ground energy $E$ is at most the plane-wave level,

$$E+9c\theta^2\le -t-\tfrac34t\theta+\left(\tfrac t2+9c\right)\theta^2.$$

The choice of $\theta$ gives $(t+9c)\theta^2=\tfrac12t\theta$, so the right-hand side equals $-t-\tfrac14t\theta-\tfrac12t\theta^2$, which is below $-t$. In `triangle_condenses` the last `nlinarith` call combines these estimates. The argument needs only an upper bound on the ground energy and does not locate the optimal flux.

## Why the two results are compatible

Multiply the hopping phases around the ring. The flux gives $e^{i\varphi}$, while position phases give

$$e^{iA(x_0-x_1)}e^{iA(x_1-x_2)}e^{iA(x_2-x_0)}=1.$$

Hence, if $t\neq0$ and $e^{i\varphi}\neq1$, no positions and no $A$ turn the flux-free ring into the ring with flux $\varphi$. This is `flux_not_gauge`, proved by comparing three matrix elements, cancelling $t$ and multiplying the phases. The flux chosen above satisfies $0<\varphi<3/2$, so it is of this kind.
